# Phonons coupled linearly to commuting densities are shifted free phonons plus a density-density interaction

## Can the phonon shift be made rigorous and machine-checked?

If I read the energies of an electron-phonon Hamiltonian directly off its uncoupled part, I get them wrong: a charge sitting on a site seems to leave the energy unchanged, although it lowers it, and two charges seem not to interact, although both distort the same lattice. The Lang-Firsov argument repairs this by measuring each phonon mode from its displaced equilibrium. If the electrons do not hop between sites, the coupling then disappears, and an interaction between the densities takes its place. I would like to see this for several modes and sites, with the commutation relations of the shifted operators and the positive semidefiniteness of the coupling matrix proved rigorously and checked in Lean.

## Completing the square in each mode

Take finitely many modes q with frequencies w_q > 0 and finitely many sites i, with ħ = 1. Let a_q and b_q be the phonon annihilation and creation operators, n_i the electron densities and g_qi real coupling energies. The relations are

[a_q, b_p] = δ_qp,

while the a's commute among themselves, as do the b's and the n's, and every n_i commutes with every a_q and b_q. The Hamiltonian is

H = Σ_q w_q b_q a_q + Σ_q Σ_i g_qi n_i (a_q + b_q).

Define the shift X_q of mode q and the shifted operators by

X_q = Σ_i (g_qi / w_q) n_i,  A_q = a_q + X_q,  B_q = b_q + X_q.

The equilibrium of a_q lies at −X_q, so A_q measures the mode from there. Also w_q X_q = Σ_i g_qi n_i, which is, up to a constant factor for each mode, the total force of the densities on the mode. Since X_q commutes with b_q,

w_q B_q A_q = w_q b_q a_q + w_q X_q (a_q + b_q) + w_q X_q²
= w_q b_q a_q + Σ_i g_qi n_i (a_q + b_q) + w_q X_q².

Summing over q gives H = Σ_q w_q B_q A_q − Σ_q w_q X_q². Expanding the last term,

Σ_q w_q X_q² = Σ_ij J_ij n_i n_j,  J_ij = Σ_q g_qi g_qj / w_q,

so that

H = Σ_q w_q B_q A_q − Σ_ij J_ij n_i n_j.

The shifted operators are again phonons. Each X_q commutes with all a's, b's, n's and other X's, so

[A_q, B_p] = [a_q, b_p] + [a_q, X_p] + [X_q, b_p] + [X_q, X_p] = δ_qp,

and the remaining relations follow in the same way.

For real numbers x_i in place of the densities, the expansion reads

Σ_ij J_ij x_i x_j = Σ_q (Σ_i g_qi x_i)² / w_q ≥ 0.

Hence J is positive semidefinite, and its form vanishes exactly when the pattern x exerts no force on any mode.

Two consequences follow. The density term commutes with B_q, and [B_p A_p, B_q] = B_p δ_pq, so

[H, B_q] = w_q B_q,

and the phonon frequencies are unchanged. If also n_i² = n_i, the diagonal terms become level shifts:

Σ_ij J_ij n_i n_j = Σ_i J_ii n_i + Σ_i Σ_{j≠i} J_ij n_i n_j.

## Two sites sharing one mode

Let w = 2, g_1 = 2 and g_2 = 1. Then J_11 = 2, J_12 = J_21 = 1 and J_22 = 1/2. With only site 1 occupied the density term contributes −2, and with only site 2 occupied −1/2. With both occupied, X = 3/2 and the contribution is −w X² = −9/2, which is 2 lower than the two separate shifts together. That difference is −2 J_12, because the double sum counts the pair twice. The pattern x = (1, −2), which is a choice of real numbers and not an occupation of the sites, exerts the force 2 − 2 = 0, and its form is 2 − 4 + 2 = 0.

## The Lean file

```lean
import Mathlib

open Polynomial

namespace LangFirsov

noncomputable section

/-- Phonon operators `a q`, `b q` with canonical commutation relations, and mutually commuting
electron densities `n i` that commute with the phonons. -/
structure PhononElectronAlgebra {Q S A : Type*} [DecidableEq Q] [Ring A]
    (a b : Q → A) (n : S → A) : Prop where
  ccr : ∀ q p, a q * b p - b p * a q = if q = p then 1 else 0
  aa : ∀ q p, Commute (a q) (a p)
  bb : ∀ q p, Commute (b q) (b p)
  nn : ∀ i j, Commute (n i) (n j)
  na : ∀ i q, Commute (n i) (a q)
  nb : ∀ i q, Commute (n i) (b q)

variable {Q S A : Type*} [Fintype S] [Ring A] [Algebra ℝ A]

/-- The shift of mode `q`: the sum of the densities weighted by coupling over frequency. -/
def cloud (w : Q → ℝ) (g : Q → S → ℝ) (n : S → A) (q : Q) : A :=
  ∑ i, (g q i / w q) • n i

/-- A family of phonon operators `c q` with the shift `cloud w g n q` added to each. -/
def displaced (w : Q → ℝ) (g : Q → S → ℝ) (n : S → A) (c : Q → A) (q : Q) : A :=
  c q + cloud w g n q

/-- Free phonons plus a linear coupling of the densities to the phonon coordinates. -/
def hamiltonian [Fintype Q] (w : Q → ℝ) (g : Q → S → ℝ) (a b : Q → A) (n : S → A) : A :=
  ∑ q, w q • (b q * a q) + ∑ q, ∑ i, g q i • (n i * (a q + b q))

/-- The phonon-mediated coupling `J i j` between the densities at sites `i` and `j`. -/
def attraction [Fintype Q] (w : Q → ℝ) (g : Q → S → ℝ) (i j : S) : ℝ :=
  ∑ q, g q i * g q j / w q

/-- For a nonzero frequency, the frequency times the shift of a mode is the sum of the densities
weighted by their couplings to it. -/
theorem smul_cloud (w : Q → ℝ) (g : Q → S → ℝ) (n : S → A) (q : Q) (hw : w q ≠ 0) :
    w q • cloud w g n q = ∑ i, g q i • n i := by
  rw [cloud, Finset.smul_sum]
  refine Finset.sum_congr rfl fun i _ => ?_
  rw [smul_smul, mul_div_cancel₀ _ hw]

/-- The shift of a mode commutes with every operator that commutes with all densities. -/
theorem cloud_commute (w : Q → ℝ) (g : Q → S → ℝ) (n : S → A) (q : Q) {x : A}
    (hx : ∀ i, Commute (n i) x) : Commute (cloud w g n q) x :=
  Commute.sum_left _ _ _ fun i _ => (hx i).smul_left _

/-- The elastic energy of the displacements is the density-density form with coupling `J`. -/
theorem cloud_energy [Fintype Q] (w : Q → ℝ) (g : Q → S → ℝ) (n : S → A)
    (hw : ∀ q, w q ≠ 0) :
    ∑ q, w q • (cloud w g n q * cloud w g n q)
      = ∑ i, ∑ j, attraction w g i j • (n i * n j) := by
  have key : ∀ q, w q • (cloud w g n q * cloud w g n q)
      = ∑ i, ∑ j, (g q i * g q j / w q) • (n i * n j) := by
    intro q
    have hq := hw q
    rw [cloud, Finset.sum_mul_sum, Finset.smul_sum]
    refine Finset.sum_congr rfl fun i _ => ?_
    rw [Finset.smul_sum]
    refine Finset.sum_congr rfl fun j _ => ?_
    rw [smul_mul_smul_comm, smul_smul]
    congr 1
    field_simp
  -- collect the contributions of all modes to each pair of sites
  simp_rw [key, attraction, Finset.sum_smul]
  rw [Finset.sum_comm]
  exact Finset.sum_congr rfl fun i _ => Finset.sum_comm

/-- The displaced phonon operators and the densities obey the original commutation relations. -/
theorem displaced_algebra [DecidableEq Q] (w : Q → ℝ) (g : Q → S → ℝ) {a b : Q → A}
    {n : S → A} (h : PhononElectronAlgebra a b n) :
    PhononElectronAlgebra (displaced w g n a) (displaced w g n b) n := by
  have ha : ∀ q p, Commute (cloud w g n q) (a p) :=
    fun q p => cloud_commute w g n q fun i => h.na i p
  have hb : ∀ q p, Commute (cloud w g n q) (b p) :=
    fun q p => cloud_commute w g n q fun i => h.nb i p
  have hn : ∀ q i, Commute (cloud w g n q) (n i) :=
    fun q i => cloud_commute w g n q fun j => h.nn j i
  have hc : ∀ q p, Commute (cloud w g n q) (cloud w g n p) :=
    fun q p => cloud_commute w g n q fun i => (hn p i).symm
  refine ⟨fun q p => ?_, fun q p => ?_, fun q p => ?_, h.nn, fun i q => ?_, fun i q => ?_⟩
  · rw [← h.ccr q p]
    simp only [displaced, mul_add, add_mul]
    rw [(hb q p).eq, (ha p q).eq, (hc q p).eq]
    abel
  · exact ((h.aa q p).add_left (ha q p)).add_right ((ha p q).symm.add_left (hc q p))
  · exact ((h.bb q p).add_left (hb q p)).add_right ((hb p q).symm.add_left (hc q p))
  · exact (h.na i q).add_right (hn q i).symm
  · exact (h.nb i q).add_right (hn q i).symm

/-- Lang-Firsov form: the coupled Hamiltonian is that of free displaced phonons minus a
density-density interaction; the displaced operators keep the commutation relations, and the
coupling `J` is positive semidefinite. -/
theorem lang_firsov [Fintype Q] [DecidableEq Q] (w : Q → ℝ) (g : Q → S → ℝ)
    {a b : Q → A} {n : S → A} (h : PhononElectronAlgebra a b n) (hw : ∀ q, 0 < w q) :
    hamiltonian w g a b n
        = ∑ q, w q • (displaced w g n b q * displaced w g n a q)
          - ∑ i, ∑ j, attraction w g i j • (n i * n j)
      ∧ PhononElectronAlgebra (displaced w g n a) (displaced w g n b) n
      ∧ ∀ x : S → ℝ, 0 ≤ ∑ i, ∑ j, attraction w g i j * (x i * x j) := by
  refine ⟨?_, displaced_algebra w g h, fun x => ?_⟩
  · -- complete the square in each mode
    rw [← cloud_energy w g n fun q => (hw q).ne', eq_sub_iff_add_eq, hamiltonian,
      ← Finset.sum_add_distrib, ← Finset.sum_add_distrib]
    refine Finset.sum_congr rfl fun q _ => ?_
    have hG : ∑ i, g q i • (n i * (a q + b q)) = w q • cloud w g n q * (a q + b q) := by
      rw [smul_cloud w g n q (hw q).ne', Finset.sum_mul]
      exact Finset.sum_congr rfl fun i _ => (smul_mul_assoc _ _ _).symm
    have hb := (cloud_commute w g n q fun i => h.nb i q).eq
    rw [hG]
    simp only [displaced, add_mul, mul_add, smul_add, smul_mul_assoc]
    rw [hb]
    abel
  · -- the same energy identity, read for real numbers, is a sum of squares
    have e := cloud_energy w g x fun q => (hw q).ne'
    simp only [smul_eq_mul] at e
    rw [← e]
    exact Finset.sum_nonneg fun q _ => mul_nonneg (hw q).le (mul_self_nonneg _)

/-- The quadratic form of `J` vanishes on a charge pattern exactly when the pattern exerts no
force on any mode. -/
theorem attraction_eq_zero_iff [Fintype Q] (w : Q → ℝ) (g : Q → S → ℝ)
    (hw : ∀ q, 0 < w q) (x : S → ℝ) :
    ∑ i, ∑ j, attraction w g i j * (x i * x j) = 0 ↔ ∀ q, ∑ i, g q i * x i = 0 := by
  have e := cloud_energy w g x fun q => (hw q).ne'
  have hG : ∀ q, w q * cloud w g x q = ∑ i, g q i * x i :=
    fun q => smul_cloud w g x q (hw q).ne'
  simp only [smul_eq_mul] at e
  rw [← e, Finset.sum_eq_zero_iff_of_nonneg
    fun q _ => mul_nonneg (hw q).le (mul_self_nonneg _)]
  constructor
  · intro H q
    have h0 := (mul_eq_zero.mp (H q (Finset.mem_univ q))).resolve_left (hw q).ne'
    rw [← hG q, mul_self_eq_zero.mp h0, mul_zero]
  · intro H q _
    have h0 := (mul_eq_zero.mp ((hG q).trans (H q))).resolve_left (hw q).ne'
    rw [h0, mul_zero, mul_zero]

/-- The commutator of the coupled Hamiltonian with a displaced creation operator is that
operator times the bare phonon frequency. -/
theorem hamiltonian_ladder [Fintype Q] [DecidableEq Q] (w : Q → ℝ) (g : Q → S → ℝ)
    {a b : Q → A} {n : S → A} (h : PhononElectronAlgebra a b n) (hw : ∀ q, 0 < w q) (q : Q) :
    hamiltonian w g a b n * displaced w g n b q - displaced w g n b q * hamiltonian w g a b n
      = w q • displaced w g n b q := by
  obtain ⟨hH, D, -⟩ := lang_firsov w g h hw
  -- the density-density part drops out of the commutator
  have hV : Commute (∑ i, ∑ j, attraction w g i j • (n i * n j)) (displaced w g n b q) :=
    Commute.sum_left _ _ _ fun i _ => Commute.sum_left _ _ _ fun j _ =>
      ((D.nb i q).mul_left (D.nb j q)).smul_left _
  have key : ∀ p, w p • (displaced w g n b p * displaced w g n a p) * displaced w g n b q
      - displaced w g n b q * (w p • (displaced w g n b p * displaced w g n a p))
      = if p = q then w p • displaced w g n b p else 0 := by
    intro p
    rw [smul_mul_assoc, mul_smul_comm, ← smul_sub, ← mul_assoc (displaced w g n b q),
      (D.bb q p).eq, mul_assoc, mul_assoc, ← mul_sub, D.ccr p q]
    split_ifs <;> simp
  rw [hH, sub_mul, mul_sub, hV.eq, sub_sub_sub_cancel_right, Finset.sum_mul, Finset.mul_sum,
    ← Finset.sum_sub_distrib, Finset.sum_congr rfl fun p _ => key p]
  simp

/-- For densities with `n i * n i = n i`, the interaction splits into a level shift `-J i i` at
each site and a coupling between different sites. -/
theorem polaron_shift [Fintype Q] [DecidableEq Q] [DecidableEq S] (w : Q → ℝ)
    (g : Q → S → ℝ) {a b : Q → A} {n : S → A} (h : PhononElectronAlgebra a b n)
    (hw : ∀ q, 0 < w q) (hn : ∀ i, n i * n i = n i) :
    hamiltonian w g a b n
      = ∑ q, w q • (displaced w g n b q * displaced w g n a q)
        - ∑ i, attraction w g i i • n i
        - ∑ i, ∑ j ∈ Finset.univ.erase i, attraction w g i j • (n i * n j) := by
  rw [(lang_firsov w g h hw).1, sub_sub, ← Finset.sum_add_distrib]
  congr 1
  refine Finset.sum_congr rfl fun i _ => ?_
  have e := Finset.add_sum_erase Finset.univ
    (fun j => attraction w g i j • (n i * n j)) (Finset.mem_univ i)
  simp only [hn i] at e
  exact e.symm

/-- Phonon annihilation as differentiation of the polynomial attached to each site. -/
def lower (S : Type*) : Module.End ℝ (S → ℝ[X]) :=
  LinearMap.pi fun j => Polynomial.derivative ∘ₗ LinearMap.proj j

/-- Phonon creation as multiplication by `X` of the polynomial attached to each site. -/
def raise (S : Type*) : Module.End ℝ (S → ℝ[X]) :=
  LinearMap.pi fun j => LinearMap.mulLeft ℝ (X : ℝ[X]) ∘ₗ LinearMap.proj j

/-- The density at site `i` as the projection onto the component at that site. -/
def occupation {S : Type*} [DecidableEq S] (i : S) : Module.End ℝ (S → ℝ[X]) :=
  LinearMap.pi fun j => (if j = i then (1 : ℝ) else 0) • LinearMap.proj j

/-- One phonon mode and the site projections, acting on site-indexed polynomials, satisfy the
phonon-electron relations. -/
theorem phononElectronAlgebra_witness {S : Type*} [DecidableEq S] :
    PhononElectronAlgebra (fun _ : Unit => lower S) (fun _ : Unit => raise S)
      (occupation (S := S)) := by
  refine ⟨fun q p => ?_, fun _ _ => Commute.refl _, fun _ _ => Commute.refl _,
    fun i k => ?_, fun i _ => ?_, fun i _ => ?_⟩
  · rw [if_pos (Subsingleton.elim q p)]
    refine LinearMap.ext fun f => funext fun j => ?_
    change Polynomial.derivative (X * f j) - X * Polynomial.derivative (f j) = f j
    rw [Polynomial.derivative_mul, Polynomial.derivative_X]
    ring
  · refine (commute_iff_eq _ _).2 (LinearMap.ext fun f => funext fun j => ?_)
    change (if j = i then (1 : ℝ) else 0) • (if j = k then (1 : ℝ) else 0) • f j
      = (if j = k then (1 : ℝ) else 0) • (if j = i then (1 : ℝ) else 0) • f j
    exact smul_comm _ _ _
  · refine (commute_iff_eq _ _).2 (LinearMap.ext fun f => funext fun j => ?_)
    change (if j = i then (1 : ℝ) else 0) • Polynomial.derivative (f j)
      = Polynomial.derivative ((if j = i then (1 : ℝ) else 0) • f j)
    exact (map_smul Polynomial.derivative _ _).symm
  · refine (commute_iff_eq _ _).2 (LinearMap.ext fun f => funext fun j => ?_)
    change (if j = i then (1 : ℝ) else 0) • (X * f j)
      = X * ((if j = i then (1 : ℝ) else 0) • f j)
    exact (mul_smul_comm _ _ _).symm

end

end LangFirsov
```

```lean
#print axioms LangFirsov.attraction_eq_zero_iff
#print axioms LangFirsov.hamiltonian_ladder
#print axioms LangFirsov.polaron_shift
```

```
'LangFirsov.attraction_eq_zero_iff' depends on axioms: [propext, Classical.choice, Quot.sound]
'LangFirsov.hamiltonian_ladder' depends on axioms: [propext, Classical.choice, Quot.sound]
'LangFirsov.polaron_shift' depends on axioms: [propext, Classical.choice, Quot.sound]
```

## What the theorems say about the physics

The operators live in an arbitrary real algebra `A`. The structure `PhononElectronAlgebra a b n` collects the relations above: `ccr` is the canonical commutator, `aa`, `bb` and `nn` are the commutations within each family, and `na` and `nb` those between densities and phonons. Nothing requires `b q` to be the adjoint of `a q`. The definition `cloud` is X_q, `displaced` applied to `a` or `b` gives A_q or B_q, and `attraction` is J_ij.

`lang_firsov` assumes these relations and `0 < w q` for every mode, which says that each mode has a restoring force. It concludes three things: the rewritten Hamiltonian, the same relations for the displaced operators, and J ≥ 0 as a quadratic form. Despite the name `attraction`, a single off-diagonal J_ij can be negative, and two charges on those sites then repel.

The theorems `attraction_eq_zero_iff`, `hamiltonian_ladder` and `polaron_shift` state the vanishing criterion, the commutator with B_q and the splitting into level shifts. The last needs `n i * n i = n i`, which suits a single spin-orbital; for electrons with spin, the index i should therefore run over spin-orbitals.

For a finite Holstein-type model without hopping, the result gives the polaron level shift and the phonon-mediated interaction to be combined with any Coulomb repulsion. Hopping is where the usual Lang-Firsov transformation does more: its exponential unitary dresses each hopping term with phonon operators. The file shifts the operators directly, constructs no such unitary, and its Hamiltonian contains no hopping. The zero-point energy is left out, and the couplings are real, so complex momentum-space couplings must first be rewritten for real standing-wave modes.

`phononElectronAlgebra_witness` supplies a concrete model: one electron on any nonempty set of sites and one mode. A state attaches a polynomial to each site, `lower` differentiates it, `raise` multiplies it by X (here the polynomial variable), and `occupation i` keeps only the component at site i. Polynomials are a natural choice because the canonical commutator has no realisation by real matrices of finite nonzero size: the trace of a commutator is zero, that of the identity is not.

## How the proof follows the algebra

`smul_cloud` proves w_q X_q = Σ_i g_qi n_i by cancelling the frequency. `cloud_commute` says that X_q commutes with anything that commutes with all densities. `cloud_energy` expands X_q² into a double sum for each mode, then exchanges the order of summation to collect the modes into J_ij.

`displaced_algebra` first derives the commutations of X_q with a, b, n and the other shifts. For the canonical relation it expands the products, reorders them with these facts, and lets `abel` cancel the extra terms. The other relations are assembled from sums of commuting operators.

In `lang_firsov`, the density term is replaced by Σ_q w_q X_q² and moved to the left, so the equation can be compared mode by mode. The step `hG` writes the coupling as w_q X_q (a_q + b_q), `hb` exchanges X_q and b_q, and `abel` finishes the square. Positivity comes from applying `cloud_energy` again with real numbers as the algebra, where it exhibits the form as a sum of nonnegative terms. `attraction_eq_zero_iff` uses the same sum: it is zero only if each term is.

`hamiltonian_ladder` starts from the rewritten Hamiltonian, removes the density part with `hV`, and computes the commutator for each mode in `key`, where only p = q survives. `polaron_shift` separates the term j = i from each inner sum and applies idempotence. The witness is checked component by component; its canonical relation is the product rule, (X f)′ − X f′ = f.

## When the densities do not commute

Suppose `nn` is dropped. Take two modes with w_1 = w_2 = 1, each coupled with strength 1 to its own electronic operator: n_1 = σ_z and n_2 = σ_x, the Pauli matrices, acting on a two-level system separate from the phonons. Then X_1 = σ_z and X_2 = σ_x, and

[A_1, A_2] = [σ_z, σ_x] = 2 i σ_y ≠ 0, where i is the imaginary unit.

The square can still be completed, since that step needs only that the n's commute with the b's. But the shifted operators no longer describe independent phonon modes, so Σ_q w_q B_q A_q cannot be read as a free-phonon Hamiltonian.
